# London attraction from the full frequencies of two coupled excitations, and its absence from the Tamm-Dancoff sum

In the direct random phase approximation, the trace formula obtains a correlation energy from excitation energies: add up the positive eigenvalues of the full matrix of excitations and de-excitations, subtract the trace of the excitation block $A$, and halve the result. If the eigenvalues come from a Tamm-Dancoff run instead, they are eigenvalues of $A$ itself, their sum is its trace, and the difference is zero. For two molecules with one excitation each and a dipole coupling, this decides whether the computed energy contains the London attraction.

## The exact shift and its $R^{-6}$ limit

Let $a,b>0$ be the excitation energies of the isolated molecules and let $g$ be the real coupling between them. The blocks are

$$
A=\begin{pmatrix}a&g\\g&b\end{pmatrix},\qquad
B=\begin{pmatrix}0&g\\g&0\end{pmatrix},\qquad
M=\begin{pmatrix}A&B\\-B&-A\end{pmatrix}.
$$

When the eigenvalues of $M$ are $\pm w_1,\pm w_2$ with $w_1,w_2>0$, the shift of the half-sum is

$$
\frac{w_1+w_2}{2}-\frac{a+b}{2}
=-\frac{4abg^2}{(ab+w_1w_2)(a+b+w_1+w_2)} .
$$

It is strictly negative for $g\neq0$. At intermolecular distance $R$ the coupling is taken as $g=C/R^3$ with a constant $C$, and then

$$
R^6\left[\frac{w_1+w_2}{2}-\frac{a+b}{2}\right]\longrightarrow-\frac{C^2}{a+b}
\qquad(R\to\infty).
$$

The Tamm-Dancoff energies $e_1,e_2$, which are the eigenvalues of $A$, satisfy $e_1+e_2=a+b$ for every $g$.

## Trace-formula energies at large separation

In this two-excitation model the trace of $A$ is $a+b$, so the shift above is the correlation energy that the trace formula returns. A code that is meant to produce a dispersion curve this way needs the positive eigenvalues of the full problem. Tamm-Dancoff eigenvalues still show how the coupling splits the two excitations, but their half-sum is flat in $R$.

The closed form also helps with precision. At large $R$ the left-hand side subtracts two nearly equal numbers, whereas the right-hand side adds only positive terms in its denominator. The model can therefore serve as a small reference case for an eigenvalue routine and for the summation that follows it.

## From the characteristic determinant to $-C^2/(a+b)$

Write an eigenvector of $M$ with eigenvalue $z$ as $(X,Y)$, where $X$ holds the excitation amplitudes and $Y$ the de-excitation amplitudes. Adding and subtracting the two block equations gives

$$
(A-B)(X-Y)=z(X+Y),\qquad (A+B)(X+Y)=z(X-Y).
$$

In these combined amplitudes the characteristic determinant is that of a $2\times2$ matrix:

$$
\det(z-M)=\det\bigl(z^2-(A-B)(A+B)\bigr).
$$

Here

$$
A-B=\begin{pmatrix}a&0\\0&b\end{pmatrix},\quad
A+B=\begin{pmatrix}a&2g\\2g&b\end{pmatrix},\quad
(A-B)(A+B)=\begin{pmatrix}a^2&2ag\\2bg&b^2\end{pmatrix},
$$

and therefore

$$
\det(z-M)=(z^2-a^2)(z^2-b^2)-4abg^2
=z^4-(a^2+b^2)z^2+ab(ab-4g^2).
$$

This must equal $(z^2-w_1^2)(z^2-w_2^2)$ for every $z$. Comparing the two expressions at $z=0$ and $z=1$ yields

$$
w_1^2w_2^2=ab(ab-4g^2),\qquad w_1^2+w_2^2=a^2+b^2 .
$$

Set $P=w_1w_2$ and $S=w_1+w_2$. The first relation gives

$$
P^2-(ab)^2=-4abg^2,\qquad\text{so}\qquad P-ab=-\frac{4abg^2}{ab+P}.
$$

The second gives

$$
S^2-(a+b)^2=2(P-ab),\qquad\text{so}\qquad
\frac{S-(a+b)}{2}=\frac{P-ab}{a+b+S}.
$$

Substituting the first result into the second produces the exact shift.

For the limit, $g=C/R^3\to0$. Since $P$ and $S$ are positive,

$$
P=\sqrt{ab(ab-4g^2)}\to ab,\qquad
S=\sqrt{a^2+b^2+2P}\to a+b .
$$

With $R^6g^2=C^2$, the scaled shift tends to

$$
-\frac{4abC^2}{(2ab)\,(2(a+b))}=-\frac{C^2}{a+b}.
$$

For Tamm-Dancoff, $\det(z-A)=z^2-(a+b)z+ab-g^2$, and the coefficient of $z$ gives the sum of the roots.

## Two equal molecules with $a=b=5$

In arbitrary energy and length units, take $a=b=5$ and $C=2.4$. At $R=1$ the coupling is $g=2.4$. The squared frequencies have sum $50$ and product $25(25-23.04)=49$, so they are $49$ and $1$, and the frequencies are $7$ and $1$. The half-sum shifts by $(8-10)/2=-1$. The closed form agrees:

$$
-\frac{4\cdot25\cdot5.76}{(25+7)(10+8)}=-\frac{576}{576}=-1 .
$$

The Tamm-Dancoff energies are $5\pm2.4$, that is $7.4$ and $2.6$, with sum $10$ and no shift.

At $R=2$ the coupling is $0.3$, the frequencies are $\sqrt{28}\approx5.2915$ and $\sqrt{22}\approx4.6904$, and the shift is about $-0.00904$. Multiplied by $R^6=64$ this is about $-0.579$, already close to the limit $-C^2/(a+b)=-0.576$.

## The Lean file

```lean
import Mathlib

open Matrix Filter Topology

namespace LondonTammDancoff

noncomputable section

/-- The excitation block `A` of two molecules with excitation energies `a`, `b` and
coupling `g`. -/
def excitationBlock (a b g : ℝ) : Matrix (Fin 2) (Fin 2) ℝ := !![a, g; g, b]

/-- The block `B` that couples excitations to de-excitations. -/
def couplingBlock (g : ℝ) : Matrix (Fin 2) (Fin 2) ℝ := !![0, g; g, 0]

/-- The full matrix `[[A, B], [-B, -A]]` of excitations and de-excitations. -/
def fullMatrix (a b g : ℝ) : Matrix (Fin 2 ⊕ Fin 2) (Fin 2 ⊕ Fin 2) ℝ :=
  fromBlocks (excitationBlock a b g) (couplingBlock g)
    (-couplingBlock g) (-excitationBlock a b g)

/-- `w₁` and `w₂` are the positive frequencies of the full matrix, counted with multiplicity:
its characteristic determinant has the roots `±w₁` and `±w₂`. -/
def IsFullPair (a b g w₁ w₂ : ℝ) : Prop :=
  0 < w₁ ∧ 0 < w₂ ∧
    ∀ z : ℝ, (z • 1 - fullMatrix a b g).det = (z ^ 2 - w₁ ^ 2) * (z ^ 2 - w₂ ^ 2)

/-- `e₁` and `e₂` are the Tamm-Dancoff energies, the eigenvalues of `A` counted with
multiplicity. -/
def IsTammDancoffPair (a b g e₁ e₂ : ℝ) : Prop :=
  ∀ z : ℝ, (z • 1 - excitationBlock a b g).det = (z - e₁) * (z - e₂)

/-- A numbering of the four amplitudes: first the two excitations, then the two
de-excitations. -/
def amplitudeOrder : Fin 4 ≃ Fin 2 ⊕ Fin 2 where
  toFun := ![Sum.inl 0, Sum.inl 1, Sum.inr 0, Sum.inr 1]
  invFun := Sum.elim ![0, 1] ![2, 3]
  left_inv := by decide
  right_inv := by decide

/-- The characteristic determinant of the full matrix is a quadratic polynomial in the squared
frequency. -/
theorem det_full (a b g z : ℝ) :
    (z • 1 - fullMatrix a b g).det
      = z ^ 4 - (a ^ 2 + b ^ 2) * z ^ 2 + a * b * (a * b - 4 * g ^ 2) := by
  -- write the block matrix as an ordinary 4 × 4 matrix
  have h : (z • 1 - fullMatrix a b g).submatrix amplitudeOrder amplitudeOrder
      = !![z - a, -g, 0, -g; -g, z - b, -g, 0; 0, g, z + a, g; g, 0, g, z + b] := by
    ext i j
    fin_cases i <;> fin_cases j <;>
      simp [amplitudeOrder, fullMatrix, excitationBlock, couplingBlock]
  rw [← Matrix.det_submatrix_equiv_self amplitudeOrder, h]
  simp [Matrix.det_succ_row_zero, Fin.sum_univ_succ, Fin.succAbove]
  ring

/-- The squared positive frequencies have sum `a² + b²` and product `ab(ab - 4g²)`. -/
theorem frequency_relations {a b g w₁ w₂ : ℝ} (h : IsFullPair a b g w₁ w₂) :
    w₁ ^ 2 + w₂ ^ 2 = a ^ 2 + b ^ 2 ∧
      w₁ ^ 2 * w₂ ^ 2 = a * b * (a * b - 4 * g ^ 2) := by
  have h0 := h.2.2 0
  have h1 := h.2.2 1
  rw [det_full] at h0 h1
  constructor
  · linear_combination h1 - h0
  · linear_combination -h0

/-- For `a, b > 0` and `4g² < ab` the two positive frequencies exist and are given by the
usual closed formula. -/
theorem full_frequencies {a b g : ℝ} (ha : 0 < a) (hb : 0 < b) (hg : 4 * g ^ 2 < a * b) :
    IsFullPair a b g
      √((a ^ 2 + b ^ 2 + √((a ^ 2 - b ^ 2) ^ 2 + 16 * a * b * g ^ 2)) / 2)
      √((a ^ 2 + b ^ 2 - √((a ^ 2 - b ^ 2) ^ 2 + 16 * a * b * g ^ 2)) / 2) := by
  have hab : 0 < a * b := mul_pos ha hb
  have hD := Real.sq_sqrt
    (show 0 ≤ (a ^ 2 - b ^ 2) ^ 2 + 16 * a * b * g ^ 2 by positivity)
  have hlt : √((a ^ 2 - b ^ 2) ^ 2 + 16 * a * b * g ^ 2) < a ^ 2 + b ^ 2 := by
    rw [Real.sqrt_lt' (by positivity)]
    nlinarith [mul_pos hab (sub_pos.2 hg)]
  have hnn := Real.sqrt_nonneg ((a ^ 2 - b ^ 2) ^ 2 + 16 * a * b * g ^ 2)
  generalize √((a ^ 2 - b ^ 2) ^ 2 + 16 * a * b * g ^ 2) = D at hD hlt hnn ⊢
  have hp : 0 < (a ^ 2 + b ^ 2 + D) / 2 := by linarith
  have hm : 0 < (a ^ 2 + b ^ 2 - D) / 2 := by linarith
  refine ⟨Real.sqrt_pos.2 hp, Real.sqrt_pos.2 hm, fun z => ?_⟩
  rw [det_full, Real.sq_sqrt hp.le, Real.sq_sqrt hm.le]
  linear_combination (1 / 4) * hD

/-- The Tamm-Dancoff energies are the mean excitation energy plus and minus a common
splitting term. -/
theorem tammDancoff_energies (a b g : ℝ) :
    IsTammDancoffPair a b g ((a + b) / 2 + √(((a - b) / 2) ^ 2 + g ^ 2))
      ((a + b) / 2 - √(((a - b) / 2) ^ 2 + g ^ 2)) := by
  intro z
  have hD := Real.sq_sqrt (show 0 ≤ ((a - b) / 2) ^ 2 + g ^ 2 by positivity)
  simp only [excitationBlock, Matrix.det_fin_two, Matrix.sub_apply, Matrix.smul_apply]
  simp
  linear_combination hD

/-- The Tamm-Dancoff energies sum to `a + b` at every coupling. -/
theorem tammDancoff_sum {a b g e₁ e₂ : ℝ} (h : IsTammDancoffPair a b g e₁ e₂) :
    e₁ + e₂ = a + b := by
  have h0 := h 0
  have h1 := h 1
  simp only [excitationBlock, Matrix.det_fin_two, Matrix.sub_apply, Matrix.smul_apply] at h0 h1
  simp at h0 h1
  linear_combination h1 - h0

/-- For `a, b > 0` the shift of half the sum of the positive frequencies has an exact closed
form at any coupling for which these frequencies exist. -/
theorem zero_point_shift {a b g w₁ w₂ : ℝ} (ha : 0 < a) (hb : 0 < b)
    (h : IsFullPair a b g w₁ w₂) :
    (w₁ + w₂) / 2 - (a + b) / 2
      = -(4 * a * b * g ^ 2) / ((a * b + w₁ * w₂) * (a + b + (w₁ + w₂))) := by
  obtain ⟨h1, h2⟩ := frequency_relations h
  obtain ⟨hw₁, hw₂, -⟩ := h
  rw [eq_div_iff (by positivity)]
  linear_combination (a * b + w₁ * w₂) / 2 * h1 + h2

/-- For `a, b > 0` and nonzero coupling, half the sum of the positive frequencies lies strictly
below `(a + b)/2`. -/
theorem zero_point_shift_neg {a b g w₁ w₂ : ℝ} (ha : 0 < a) (hb : 0 < b) (hg : g ≠ 0)
    (h : IsFullPair a b g w₁ w₂) : (w₁ + w₂) / 2 - (a + b) / 2 < 0 := by
  rw [zero_point_shift ha hb h]
  obtain ⟨hw₁, hw₂, -⟩ := h
  exact div_neg_of_neg_of_pos (neg_neg_of_pos (by positivity)) (by positivity)

/-- For `a, b > 0` and coupling `C/R³`, the shift of half the sum of the positive full
frequencies, times `R⁶`, tends to `-C²/(a + b)` at large distance `R`. The corresponding
Tamm-Dancoff shift is zero at every coupling. -/
theorem london_dispersion {a b : ℝ} (ha : 0 < a) (hb : 0 < b) (C : ℝ) (w₁ w₂ : ℝ → ℝ)
    (hw : ∀ᶠ R in atTop, IsFullPair a b (C / R ^ 3) (w₁ R) (w₂ R)) :
    Tendsto (fun R => R ^ 6 * ((w₁ R + w₂ R) / 2 - (a + b) / 2)) atTop
        (𝓝 (-C ^ 2 / (a + b))) ∧
      ∀ g e₁ e₂ : ℝ, IsTammDancoffPair a b g e₁ e₂ → (e₁ + e₂) / 2 - (a + b) / 2 = 0 := by
  refine ⟨?_, fun g e₁ e₂ h => by rw [tammDancoff_sum h, sub_self]⟩
  have hab : 0 < a * b := mul_pos ha hb
  have hg : Tendsto (fun R : ℝ => C / R ^ 3) atTop (𝓝 0) :=
    tendsto_const_nhds.div_atTop (tendsto_pow_atTop (by norm_num))
  -- the product of the frequencies tends to its uncoupled value
  have hP : Tendsto (fun R => w₁ R * w₂ R) atTop (𝓝 (a * b)) := by
    have h : Tendsto (fun R : ℝ => √(a * b * (a * b - 4 * (C / R ^ 3) ^ 2))) atTop
        (𝓝 √(a * b * (a * b - 4 * 0 ^ 2))) :=
      ((((hg.pow 2).const_mul 4).const_sub (a * b)).const_mul (a * b)).sqrt
    rw [show a * b * (a * b - 4 * 0 ^ 2) = (a * b) ^ 2 by ring, Real.sqrt_sq hab.le] at h
    refine h.congr' ?_
    filter_upwards [hw] with R hR
    rw [← (frequency_relations hR).2, ← mul_pow, Real.sqrt_sq (mul_pos hR.1 hR.2.1).le]
  -- and so does their sum
  have hS : Tendsto (fun R => w₁ R + w₂ R) atTop (𝓝 (a + b)) := by
    have h : Tendsto (fun R : ℝ => √(a ^ 2 + b ^ 2 + 2 * (w₁ R * w₂ R))) atTop
        (𝓝 √(a ^ 2 + b ^ 2 + 2 * (a * b))) :=
      ((hP.const_mul 2).const_add (a ^ 2 + b ^ 2)).sqrt
    rw [show a ^ 2 + b ^ 2 + 2 * (a * b) = (a + b) ^ 2 by ring,
      Real.sqrt_sq (add_pos ha hb).le] at h
    refine h.congr' ?_
    filter_upwards [hw] with R hR
    rw [← (frequency_relations hR).1,
      show w₁ R ^ 2 + w₂ R ^ 2 + 2 * (w₁ R * w₂ R) = (w₁ R + w₂ R) ^ 2 by ring,
      Real.sqrt_sq (add_pos hR.1 hR.2.1).le]
  have hlim : Tendsto
      (fun R => -(4 * a * b * C ^ 2) / ((a * b + w₁ R * w₂ R) * (a + b + (w₁ R + w₂ R))))
      atTop (𝓝 (-(4 * a * b * C ^ 2) / ((a * b + a * b) * (a + b + (a + b))))) :=
    tendsto_const_nhds.div ((hP.const_add _).mul (hS.const_add _)) (by positivity)
  have hv : -(4 * a * b * C ^ 2) / ((a * b + a * b) * (a + b + (a + b)))
      = -C ^ 2 / (a + b) := by
    rw [div_eq_div_iff (by positivity) (by positivity)]
    ring
  rw [hv] at hlim
  -- insert the exact shift; the factor R⁶ cancels the squared coupling
  refine hlim.congr' ?_
  filter_upwards [hw, eventually_gt_atTop 0] with R hR hpos
  have hc : R ^ 6 * (C / R ^ 3) ^ 2 = C ^ 2 := by
    field_simp
  rw [zero_point_shift ha hb hR, ← hc]
  ring

end

end LondonTammDancoff
```

```lean
#print axioms LondonTammDancoff.tammDancoff_energies
-- 'LondonTammDancoff.tammDancoff_energies' depends on axioms: [propext, Classical.choice, Quot.sound]
#print axioms LondonTammDancoff.tammDancoff_sum
-- 'LondonTammDancoff.tammDancoff_sum' depends on axioms: [propext, Classical.choice, Quot.sound]
#print axioms LondonTammDancoff.zero_point_shift_neg
-- 'LondonTammDancoff.zero_point_shift_neg' depends on axioms: [propext, Classical.choice, Quot.sound]
#print axioms LondonTammDancoff.london_dispersion
-- 'LondonTammDancoff.london_dispersion' depends on axioms: [propext, Classical.choice, Quot.sound]
```

## What the definitions and theorems say

`excitationBlock` and `couplingBlock` are $A$ and $B$ with real entries. `fullMatrix` is $M$, indexed by `Fin 2 ⊕ Fin 2`: the left copy labels excitations and the right copy de-excitations.

`IsFullPair a b g w₁ w₂` says that both numbers are positive and that the characteristic determinant equals $(z^2-w_1^2)(z^2-w_2^2)$ for all real $z$. This counts multiplicity and leaves the order of the two frequencies free. `IsTammDancoffPair` does the same for $A$, without requiring positive energies.

The main theorem, `london_dispersion`, takes $a,b>0$, any real $C$, and two functions `w₁` and `w₂` of the distance. Its hypothesis `hw` says that, from some distance onwards, their values are the positive frequencies at coupling `C / R ^ 3`. No continuity is required, so a code may sort or swap the two roots from one distance to the next. The conclusion has two parts: the $R^{-6}$ limit of the full half-sum, and a zero shift for every Tamm-Dancoff pair at every coupling.

## How the lemmas follow the algebra

`det_full` numbers the four amplitudes with `amplitudeOrder`, writes out the $4\times4$ matrix and expands its determinant directly, where the derivation above used sums and differences of amplitudes. `frequency_relations` then inserts $z=0$ and $z=1$.

`zero_point_shift` multiplies out the positive denominator with `eq_div_iff`. Its `linear_combination` step adds the two frequency relations with the weights that reproduce the elimination of $P-ab$. `zero_point_shift_neg` reads off the sign: a negative numerator over a positive denominator.

In `london_dispersion`, `hP` and `hS` are the limits of the product and the sum, each obtained by continuity of the square root. `hlim` combines them in the closed form, `hv` simplifies the limiting value, and `hc` is the cancellation $R^6(C/R^3)^2=C^2$. The final `filter_upwards` restricts attention to positive distances at which the frequencies exist.

`tammDancoff_sum` compares the determinant of $z-A$ at $z=0$ and $z=1$. Two further theorems supply explicit roots: `full_frequencies` for the full problem and `tammDancoff_energies` for $A$.

## Where the frequencies exist, and what the model leaves out

The limit theorem assumes the positive frequencies through `hw`. `full_frequencies` provides them whenever $4g^2<ab$, which for $g=C/R^3$ means $R^6>4C^2/(ab)$, so suitable functions exist for every $C$. At $4g^2=ab$ one frequency is zero, so no pair of positive frequencies exists. At stronger coupling, $4g^2>ab$, the product $w_1^2w_2^2$ would have to be negative: one pair of roots $\pm w$ is imaginary, which signals an instability, and the theorem on the shift does not apply.

Several physical inputs are postulated:

- **The coupling.** $C/R^3$ stands for the unretarded interaction of two transition dipoles at fixed orientation, with their strengths and the angular factor absorbed in $C$. Overlap, exchange between the molecules and screening that varies with distance are absent.
- **The excitation energies.** $a$ and $b$ are constants. In a calculation where the trace of $A$ changes with $R$, the Tamm-Dancoff sum changes by the same amount, and the difference taken in the trace formula is still zero.
- **The blocks.** Each molecule has one excitation, and the diagonal of $B$ is zero. In an actual calculation $B$ generally also couples excitations and de-excitations within a molecule, which changes the reference value at infinite separation and the coefficient.

The theorems concern exact real numbers, so rounding and eigensolver convergence have to be assessed separately. The identification of the shift of the half-sum with a correlation energy is likewise an input from the trace formula; the file establishes the algebra of that shift and the limit of its product with $R^6$.
